# The Morse index of the orbital Hessian at fixed Fock matrix counts occupied–virtual pairs with the virtual level lower

A determinant built from eigenorbitals of a fixed one-electron Hamiltonian is stationary under orbital rotations, but it may be a saddle point: how many independent rotations lower its energy to second order? Here "how many" means the largest dimension of a linear space of real antisymmetric matrices on which the second variation is negative for every nonzero element. This definition of the Morse index refers to no eigenvalue solver and no choice of rotation parameters.

## The index as a count of pairs

Let $F$ be diagonal with orbital energies $e_p$ (often written $\varepsilon_p$), and let $P$ be the diagonal projector on the occupied orbitals. Write $i$ for occupied and $a$ for virtual orbitals. For real antisymmetric $K$,

$$H(K)=\mathrm{tr}\,(F[K,[K,P]])=2\sum_{i}\sum_{a}(e_a-e_i)K_{ia}^2 .$$

The Morse index of $H$ is the number of pairs $(i,a)$ with $e_a<e_i$, called inverted pairs below. Degenerate energies are allowed.

## Stability analysis with the response switched off

In the coordinates $K_{ia}$, the Hessian matrix is diagonal with entries $2(e_a-e_i)$. A stability routine that diagonalises this full matrix for real rotations, with the Fock matrix held fixed, should therefore report one negative eigenvalue per inverted pair. For non-interacting electrons, this also gives the saddle order of a non-aufbau determinant when the orbitals are kept real. If complex rotations are allowed, each inverted pair counts twice, once for the real and once for the imaginary part of its amplitude. If the orbitals are spin orbitals, the count includes pairs of opposite spin; a routine that rotates only within each spin finds only the inverted pairs of equal spin.

## From the double commutator to the count

Rotating the projector gives the energy

$$E(K)=\mathrm{tr}(Fe^{K}Pe^{-K})=\mathrm{tr}(FP)+\mathrm{tr}(F[K,P])+\tfrac12H(K)+\dots$$

The linear term equals $\mathrm{tr}(K[P,F])$, which vanishes because $F$ and $P$ are both diagonal, so the determinant is stationary. The quadratic term shows that $H(K)$ is the second derivative of the energy along $tK$ at $t=0$.

Let $\nu_p$ be 1 for occupied and 0 for virtual orbitals. Then $[K,P]_{pq}=K_{pq}(\nu_q-\nu_p)$. Since $K_{qp}=-K_{pq}$, the diagonal of the double commutator is

$$[K,[K,P]]_{pp}=2\sum_q(\nu_p-\nu_q)K_{pq}K_{qp}=2\sum_q(\nu_q-\nu_p)K_{pq}^2 .$$

Multiply by $e_p$, sum over $p$, and write $\nu_q-\nu_p=\nu_q(1-\nu_p)-\nu_p(1-\nu_q)$. Exchanging the labels in the first part leaves $K_{pq}^2$ unchanged and gives

$$H(K)=2\sum_{p,q}\nu_p(1-\nu_q)(e_q-e_p)K_{pq}^2,$$

which is the stated sum over $i$ and $a$.

**Upper bound.** Let $W$ be a space of antisymmetric matrices on which $H$ is negative away from zero. Map each $K\in W$ to its amplitudes $K_{ia}$ on the inverted pairs. If these all vanish, every remaining term has $e_a\ge e_i$, so $H(K)\ge0$ and hence $K=0$. The map is linear and injective, so $\dim W$ is at most the number of inverted pairs.

**Attainment.** Choose an amplitude $c_{ia}$ for each inverted pair, set $K_{ia}=c_{ia}$ and $K_{ai}=-c_{ia}$, and make all other entries zero. These matrices form a space whose dimension is the number of inverted pairs. On it, $H(K)=2\sum(e_a-e_i)c_{ia}^2$, summed over inverted pairs, which is negative unless every $c_{ia}$ is zero.

## The Lean file

```lean
import Mathlib

open Matrix

namespace OrbitalMorseIndex

noncomputable section

variable {n : Type*} [Fintype n] [DecidableEq n]

/-- The occupation number of orbital `p`: one if it is occupied, zero otherwise. -/
def occupation (occ : Finset n) (p : n) : ℝ := if p ∈ occ then 1 else 0

/-- The commutator of two matrices. -/
def comm (A B : Matrix n n ℝ) : Matrix n n ℝ := A * B - B * A

/-- The orbital Hessian form `tr (F [K, [K, P]])`, with `F` the diagonal matrix of orbital
energies and `P` the projector on the occupied orbitals. -/
def orbitalHessian (e : n → ℝ) (occ : Finset n) (K : Matrix n n ℝ) : ℝ :=
  trace (diagonal e * comm K (comm K (diagonal (occupation occ))))

/-- The occupied-virtual pairs `(i, a)` in which the virtual orbital lies below the
occupied one. -/
def invertedPairs (e : n → ℝ) (occ : Finset n) : Finset (n × n) :=
  (occ ×ˢ occᶜ).filter (fun x => e x.2 < e x.1)

/-- The dimensions of those spaces of antisymmetric matrices on which the orbital Hessian is
negative for every nonzero element. -/
def descentDims (e : n → ℝ) (occ : Finset n) : Set ℕ :=
  {d | ∃ W : Submodule ℝ (Matrix n n ℝ), (∀ K ∈ W, Kᵀ = -K) ∧
    (∀ K ∈ W, K ≠ 0 → orbitalHessian e occ K < 0) ∧ Module.finrank ℝ W = d}

/-- The antisymmetric matrix with prescribed amplitudes on the inverted pairs and no other
rotations, as a linear function of the amplitudes. -/
def pairRotation (e : n → ℝ) (occ : Finset n) :
    (invertedPairs e occ → ℝ) →ₗ[ℝ] Matrix n n ℝ where
  toFun c := Matrix.of fun p q =>
    (if h : (p, q) ∈ invertedPairs e occ then c ⟨(p, q), h⟩ else 0) -
    (if h : (q, p) ∈ invertedPairs e occ then c ⟨(q, p), h⟩ else 0)
  map_add' c d := by
    ext p q
    simp only [Matrix.of_apply, Matrix.add_apply, Pi.add_apply]
    split_ifs <;> ring
  map_smul' r c := by
    ext p q
    simp only [Matrix.of_apply, Matrix.smul_apply, Pi.smul_apply, smul_eq_mul, RingHom.id_apply]
    split_ifs <;> ring

/-- A pair is inverted when its first orbital is occupied, its second is virtual, and the
second has the lower energy. -/
theorem mem_invertedPairs (e : n → ℝ) (occ : Finset n) (i a : n) :
    (i, a) ∈ invertedPairs e occ ↔ i ∈ occ ∧ a ∉ occ ∧ e a < e i := by
  simp [invertedPairs, and_assoc]

/-- For antisymmetric `K` only occupied-virtual rotations enter the orbital Hessian, each
weighted by twice its orbital energy gap. -/
theorem orbitalHessian_eq (e : n → ℝ) (occ : Finset n) {K : Matrix n n ℝ} (hK : Kᵀ = -K) :
    orbitalHessian e occ K = 2 * ∑ i ∈ occ, ∑ a ∈ occᶜ, (e a - e i) * K i a ^ 2 := by
  have hK' : ∀ p q, K q p = -K p q := fun p q => congrFun (congrFun hK p) q
  have hc : ∀ p q, comm K (diagonal (occupation occ)) p q =
      K p q * occupation occ q - occupation occ p * K p q := by
    intro p q
    simp only [comm, Matrix.sub_apply, Matrix.mul_diagonal, Matrix.diagonal_mul]
  have hcc : ∀ (A B : Matrix n n ℝ) (p : n),
      comm A B p p = ∑ q, A p q * B q p - ∑ q, B p q * A q p := by
    intro A B p
    simp only [comm, Matrix.sub_apply, Matrix.mul_apply]
  -- diagonal elements of the double commutator
  have hd : ∀ p, comm K (comm K (diagonal (occupation occ))) p p =
      ∑ q, 2 * (occupation occ q - occupation occ p) * K p q ^ 2 := by
    intro p
    rw [hcc, ← Finset.sum_sub_distrib]
    refine Finset.sum_congr rfl fun q _ => ?_
    simp only [hc, hK' p q]
    ring
  -- sums over occupied and virtual orbitals as weighted sums over all orbitals
  have hocc : ∀ g : n → ℝ, ∑ i ∈ occ, g i = ∑ p, occupation occ p * g p := by
    intro g
    simp [occupation, ite_mul, Finset.sum_ite_mem]
  have hvir : ∀ g : n → ℝ, ∑ a ∈ occᶜ, g a = ∑ q, (1 - occupation occ q) * g q := by
    intro g
    have h1 := Finset.sum_compl_add_sum occ g
    rw [hocc g] at h1
    simp only [sub_mul, one_mul, Finset.sum_sub_distrib]
    linarith
  have swap : ∑ p, ∑ q, e p * (occupation occ q * (1 - occupation occ p)) * K p q ^ 2 =
      ∑ p, ∑ q, e q * (occupation occ p * (1 - occupation occ q)) * K p q ^ 2 := by
    rw [Finset.sum_comm]
    refine Finset.sum_congr rfl fun p _ => Finset.sum_congr rfl fun q _ => ?_
    rw [hK' p q]
    ring
  have hL : orbitalHessian e occ K =
      2 * ∑ p, ∑ q, e p * (occupation occ q * (1 - occupation occ p)) * K p q ^ 2 -
      2 * ∑ p, ∑ q, e p * (occupation occ p * (1 - occupation occ q)) * K p q ^ 2 := by
    simp only [orbitalHessian, Matrix.trace, Matrix.diag_apply, Matrix.diagonal_mul, hd,
      Finset.mul_sum, ← Finset.sum_sub_distrib]
    refine Finset.sum_congr rfl fun p _ => Finset.sum_congr rfl fun q _ => ?_
    ring
  rw [hL, swap]
  simp only [hocc, hvir, Finset.mul_sum, ← Finset.sum_sub_distrib]
  refine Finset.sum_congr rfl fun p _ => Finset.sum_congr rfl fun q _ => ?_
  ring

/-- The orbital Hessian is negative for a nonzero antisymmetric `K` that mixes only
inverted pairs. -/
theorem orbitalHessian_neg_of_support (e : n → ℝ) (occ : Finset n) {K : Matrix n n ℝ}
    (hK : Kᵀ = -K) (hne : K ≠ 0)
    (hS : ∀ p q, K p q ≠ 0 → (p, q) ∈ invertedPairs e occ ∨ (q, p) ∈ invertedPairs e occ) :
    orbitalHessian e occ K < 0 := by
  have hK' : ∀ p q, K q p = -K p q := fun p q => congrFun (congrFun hK p) q
  have hterm : ∀ i ∈ occ, ∀ a ∈ occᶜ, (e a - e i) * K i a ^ 2 ≤ 0 := by
    intro i hi a ha
    by_cases h : K i a = 0
    · simp [h]
    · rcases hS i a h with h1 | h1
      · have hlt := ((mem_invertedPairs e occ i a).1 h1).2.2
        nlinarith [mul_nonneg (sub_nonneg.2 hlt.le) (sq_nonneg (K i a))]
      · exact absurd ((mem_invertedPairs e occ a i).1 h1).1 (Finset.mem_compl.1 ha)
  -- some inverted pair has a nonzero amplitude
  obtain ⟨i, a, hia, h0⟩ : ∃ i a, (i, a) ∈ invertedPairs e occ ∧ K i a ≠ 0 := by
    by_contra h
    refine hne (Matrix.ext fun p q => by_contra fun hpq => ?_)
    rcases hS p q hpq with h1 | h1
    · exact h ⟨p, q, h1, hpq⟩
    · exact h ⟨q, p, h1, by rw [hK' p q]; exact neg_ne_zero.2 hpq⟩
  obtain ⟨hi, ha, hlt⟩ := (mem_invertedPairs e occ i a).1 hia
  have hin : ∑ b ∈ occᶜ, (e b - e i) * K i b ^ 2 < 0 := by
    calc _ < ∑ b ∈ occᶜ, (0 : ℝ) := Finset.sum_lt_sum (hterm i hi)
          ⟨a, Finset.mem_compl.2 ha, mul_neg_of_neg_of_pos (sub_neg.2 hlt) (by positivity)⟩
      _ = 0 := by simp
  have hout : ∑ j ∈ occ, ∑ b ∈ occᶜ, (e b - e j) * K j b ^ 2 < 0 := by
    calc _ < ∑ j ∈ occ, (0 : ℝ) := Finset.sum_lt_sum
          (fun j hj => Finset.sum_nonpos (hterm j hj)) ⟨i, hi, hin⟩
      _ = 0 := by simp
  rw [orbitalHessian_eq e occ hK]
  linarith

/-- **Morse index of the orbital Hessian.** The largest dimension of a space of antisymmetric
matrices on which the Hessian is negative for all nonzero elements is the number of
occupied-virtual pairs with the virtual orbital below the occupied one. -/
theorem morse_index (e : n → ℝ) (occ : Finset n) :
    IsGreatest (descentDims e occ) (invertedPairs e occ).card := by
  have happ : ∀ c p q, pairRotation e occ c p q =
      (if h : (p, q) ∈ invertedPairs e occ then c ⟨(p, q), h⟩ else 0) -
      (if h : (q, p) ∈ invertedPairs e occ then c ⟨(q, p), h⟩ else 0) := fun _ _ _ => rfl
  constructor
  · -- the rotations among inverted pairs attain the bound
    have hinj : Function.Injective (pairRotation e occ) := by
      refine (injective_iff_map_eq_zero _).2 fun c hc => ?_
      funext ⟨⟨i, a⟩, h⟩
      have h' : (a, i) ∉ invertedPairs e occ := fun h1 =>
        ((mem_invertedPairs e occ i a).1 h).2.1 ((mem_invertedPairs e occ a i).1 h1).1
      have h2 := congrFun (congrFun hc i) a
      rw [happ, dif_pos h, dif_neg h', sub_zero] at h2
      exact h2
    have hanti : ∀ c, (pairRotation e occ c)ᵀ = -pairRotation e occ c := by
      intro c
      ext p q
      rw [Matrix.transpose_apply, Matrix.neg_apply, happ, happ]
      ring
    refine ⟨LinearMap.range (pairRotation e occ), ?_, ?_, ?_⟩
    · rintro _ ⟨c, rfl⟩
      exact hanti c
    · rintro _ ⟨c, rfl⟩ hne
      refine orbitalHessian_neg_of_support e occ (hanti c) hne fun p q hpq => ?_
      by_contra h
      rw [not_or] at h
      exact hpq (by rw [happ, dif_neg h.1, dif_neg h.2, sub_zero])
    · rw [LinearMap.finrank_range_of_inj hinj, Module.finrank_fintype_fun_eq_card,
        Fintype.card_coe]
  · -- on a negative space the amplitudes of the inverted pairs determine the rotation
    rintro d ⟨W, hanti, hneg, rfl⟩
    let f : W →ₗ[ℝ] (invertedPairs e occ → ℝ) :=
      { toFun := fun K x => K.1 x.1.1 x.1.2
        map_add' := fun _ _ => rfl
        map_smul' := fun _ _ => rfl }
    have hinj : Function.Injective f := by
      refine (injective_iff_map_eq_zero f).2 fun K hK => ?_
      by_contra hne
      have h1 := hneg K.1 K.2 (fun h => hne (Subtype.ext h))
      rw [orbitalHessian_eq e occ (hanti K.1 K.2)] at h1
      have h2 : 0 ≤ ∑ i ∈ occ, ∑ a ∈ occᶜ, (e a - e i) * K.1 i a ^ 2 := by
        refine Finset.sum_nonneg fun i hi => Finset.sum_nonneg fun a ha => ?_
        by_cases h : e a < e i
        · have h0 : K.1 i a = 0 := congrFun hK
            ⟨(i, a), (mem_invertedPairs e occ i a).2 ⟨hi, Finset.mem_compl.1 ha, h⟩⟩
          simp [h0]
        · exact mul_nonneg (sub_nonneg.2 (not_lt.1 h)) (sq_nonneg _)
      linarith
    have h := LinearMap.finrank_le_finrank_of_injective hinj
    rwa [Module.finrank_fintype_fun_eq_card, Fintype.card_coe] at h

/-- The largest dimension of a space of antisymmetric matrices on which the Hessian is positive
for all nonzero elements is the number of occupied-virtual pairs with the virtual orbital
above the occupied one. -/
theorem positive_index (e : n → ℝ) (occ : Finset n) :
    IsGreatest {d | ∃ W : Submodule ℝ (Matrix n n ℝ), (∀ K ∈ W, Kᵀ = -K) ∧
      (∀ K ∈ W, K ≠ 0 → 0 < orbitalHessian e occ K) ∧ Module.finrank ℝ W = d}
      ((occ ×ˢ occᶜ).filter (fun x => e x.1 < e x.2)).card := by
  -- reversing all orbital energies reverses the sign of the Hessian
  have hflip : ∀ K, orbitalHessian (fun p => -e p) occ K = -orbitalHessian e occ K := by
    intro K
    unfold orbitalHessian
    rw [← Matrix.diagonal_neg, neg_mul, Matrix.trace_neg]
  have hs : invertedPairs (fun p => -e p) occ =
      (occ ×ˢ occᶜ).filter (fun x => e x.1 < e x.2) := by
    unfold invertedPairs
    exact Finset.filter_congr fun x _ => neg_lt_neg_iff
  have h := morse_index (fun p => -e p) occ
  rw [hs] at h
  simp only [descentDims, hflip, neg_lt_zero] at h
  exact h

/-- For distinct orbital energies, the numbers of inverted and of normally ordered
occupied-virtual pairs add up to the number of occupied times the number of virtual orbitals. -/
theorem indices_add (e : n → ℝ) (occ : Finset n) (he : Function.Injective e) :
    (invertedPairs e occ).card + ((occ ×ˢ occᶜ).filter (fun x => e x.1 < e x.2)).card =
      occ.card * occᶜ.card := by
  unfold invertedPairs
  rw [← Finset.card_product, Finset.card_eq_sum_ones (occ ×ˢ occᶜ), Finset.card_filter,
    Finset.card_filter, ← Finset.sum_add_distrib]
  refine Finset.sum_congr rfl fun x hx => ?_
  have hx' := Finset.mem_product.1 hx
  have hne : e x.1 ≠ e x.2 := fun h =>
    Finset.mem_compl.1 hx'.2 (he h ▸ hx'.1)
  rcases lt_or_gt_of_ne hne with h | h <;> simp [h, lt_asymm h]

/-- One electron in level `k`, counted from zero, of a strictly increasing spectrum sits at a
point where the orbital Hessian has Morse index `k`. -/
theorem one_electron_index {N : ℕ} (e : Fin N → ℝ) (he : StrictMono e) (k : Fin N) :
    IsGreatest (descentDims e {k}) (k : ℕ) := by
  have hs : invertedPairs e {k} = (Finset.Iio k).image (fun a => (k, a)) := by
    ext ⟨i, a⟩
    simp only [mem_invertedPairs, Finset.mem_singleton, Finset.mem_image, Finset.mem_Iio,
      Prod.mk.injEq]
    constructor
    · rintro ⟨rfl, _, h⟩
      exact ⟨a, he.lt_iff_lt.1 h, rfl, rfl⟩
    · rintro ⟨b, hb, rfl, rfl⟩
      exact ⟨rfl, ne_of_lt hb, he hb⟩
  have h := morse_index e {k}
  rwa [hs, Finset.card_image_of_injective _ (fun a b hab => (Prod.mk.inj hab).2),
    Fin.card_Iio] at h

end

end OrbitalMorseIndex
```

```lean
#print axioms OrbitalMorseIndex.morse_index
-- 'OrbitalMorseIndex.morse_index' depends on axioms: [propext, Classical.choice, Quot.sound]
#print axioms OrbitalMorseIndex.positive_index
-- 'OrbitalMorseIndex.positive_index' depends on axioms: [propext, Classical.choice, Quot.sound]
#print axioms OrbitalMorseIndex.indices_add
-- 'OrbitalMorseIndex.indices_add' depends on axioms: [propext, Classical.choice, Quot.sound]
#print axioms OrbitalMorseIndex.one_electron_index
-- 'OrbitalMorseIndex.one_electron_index' depends on axioms: [propext, Classical.choice, Quot.sound]
```

## Reading the statements and their proofs

The finite type `n` labels the orbitals, `e` gives their energies, and `occ` is the occupied set. $F$ is `diagonal e`, and $P$ is the diagonal matrix of `occupation occ`. Despite its name, `orbitalHessian` is the value of the quadratic form, not a matrix. The set `descentDims` collects the dimensions of all admissible subspaces. In `morse_index`, `IsGreatest` says that the number of inverted pairs belongs to this set and that no member exceeds it.

The trace reduction is `orbitalHessian_eq`: its steps `hc` and `hd` compute the two commutators, and `swap` exchanges the labels. The lemma `orbitalHessian_neg_of_support` shows that $H$ is strictly negative on a nonzero rotation confined to inverted pairs, by finding one nonzero amplitude among terms that are all nonpositive.

The first half of `morse_index` takes the range of `pairRotation`, the linear map from amplitudes to matrices, and obtains its dimension from injectivity. The second half defines the amplitude map `f` on a given negative space and proves it injective, as in the upper bound above.

Replacing $e$ by $-e$ reverses the sign of $H$, so `positive_index` follows: the largest positive space has dimension equal to the number of pairs with $e_i<e_a$. For distinct energies, `indices_add` shows that the two counts sum to the number of occupied times the number of virtual orbitals, because each pair falls into exactly one class. Finally, `one_electron_index` puts one electron in level $k$, counted from zero, of a strictly increasing spectrum. The inverted pairs then correspond to the $k$ lower levels, and the index is $k$.

## Degeneracy, fractional occupations and a responding Fock matrix

The two index theorems allow degenerate energies, but the sum rule and the one-electron count can fail for them. Take two orbitals of equal energy, one occupied and one virtual: both indices are 0, while the product of the orbital numbers is 1. If the occupied orbital is labelled as level 1, the one-electron count would likewise give 1 instead of the true index 0. For the sum rule, only a degeneracy between an occupied and a virtual orbital does harm; degeneracies within either set do not.

The same argument handles fractional occupations $\nu_p$ that are held fixed during the rotation, with $P$ now the diagonal matrix of the $\nu_p$. Grouping the trace by unordered pairs gives

$$H(K)=2\sum_{p<q}(e_p-e_q)(\nu_q-\nu_p)K_{pq}^2,$$

so the index is the number of pairs in which the higher level has the larger occupation. This extension and the energy expansion are derived in prose, whereas the Lean theorems start from the trace with occupations 0 and 1.

The theorems guarantee the count for real rotations in a finite orbital basis with $F$ held fixed. The step to a Hartree–Fock or Kohn–Sham calculation is the response of $F$ to the rotation, which adds coupling terms to the Hessian. These can change the index, so a self-consistent solution with no inverted pairs may still be unstable.
